# In atomic units, the squared slope at the nucleus of a normalised bound reduced radial function u = rR is twice the mean slope of the effective potential

The theorem `slope_sq_eq_force` concerns one particle of unit mass in a central potential V, in atomic units. Its reduced radial function u (r times the radial wavefunction R) is real and obeys u'' = 2(W − E)u for r > 0, where W = V + l(l+1)/(2r²) and l is the angular momentum quantum number. The theorem states that d² = 2∫W'u² dr over r > 0, where d is the limit of u' at the nucleus; u need not be normalised, but if ∫u² dr = 1 the integral is the mean of W'. It is assumed that V is differentiable for r > 0, that the limit d exists, that W'u² is integrable, that u' tends to zero at infinity, and that (W − E)u² tends to zero at both ends. The proof integrates the derivative of u'² − 2(W − E)u², which is −2W'u², from the nucleus to infinity, after giving this function the value d² at r = 0.

The failing Lean file:

```lean
import Mathlib

open MeasureTheory Set Filter Topology

namespace SlopeSqEqForce

noncomputable section

/-- The effective radial potential `W = V + l(l+1)/(2r²)` in atomic units, for `r > 0`. -/
def effectivePotential (V : ℝ → ℝ) (l : ℕ) (r : ℝ) : ℝ :=
  V r + (l * (l + 1) : ℝ) / (2 * r ^ 2)

/-- A solution `u` of the radial equation `u'' = 2(W - E)u` on `r > 0`, with derivative `du`
tending to `d` at the nucleus and to zero at infinity, `W'u²` integrable, and `(W - E)u²`
vanishing at both ends. The function `dV` is the derivative of `V`. -/
structure RadialState (V dV : ℝ → ℝ) (l : ℕ) (E : ℝ) (u du : ℝ → ℝ) (d : ℝ) : Prop where
  potential : ∀ r, 0 < r → HasDerivAt V (dV r) r
  amplitude : ∀ r, 0 < r → HasDerivAt u (du r) r
  equation : ∀ r, 0 < r → HasDerivAt du (2 * (effectivePotential V l r - E) * u r) r
  integrable : IntegrableOn (fun r => (dV r - (l * (l + 1) : ℝ) / r ^ 3) * u r ^ 2) (Ioi 0)
  slope_zero : Tendsto du (𝓝[>] 0) (𝓝 d)
  slope_top : Tendsto du atTop (𝓝 0)
  energy_zero : Tendsto (fun r => (effectivePotential V l r - E) * u r ^ 2) (𝓝[>] 0) (𝓝 0)
  energy_top : Tendsto (fun r => (effectivePotential V l r - E) * u r ^ 2) atTop (𝓝 0)

/-- The quantity `u'² - 2(W - E)u²` at radius `r > 0`. -/
def radialEnergy (V : ℝ → ℝ) (l : ℕ) (E : ℝ) (u du : ℝ → ℝ) (r : ℝ) : ℝ :=
  du r ^ 2 - 2 * ((effectivePotential V l r - E) * u r ^ 2)

/-- At `r > 0` the slope of the effective potential is `V' - l(l+1)/r³`. -/
theorem hasDerivAt_effectivePotential {V : ℝ → ℝ} {v r : ℝ} (l : ℕ) (hr : 0 < r)
    (hV : HasDerivAt V v r) :
    HasDerivAt (effectivePotential V l) (v - (l * (l + 1) : ℝ) / r ^ 3) r := by
  have hp : HasDerivAt (fun x : ℝ => 2 * x ^ 2) (4 * r) r :=
    ((hasDerivAt_pow 2 r).const_mul 2).congr_deriv (by
      simp only [Nat.cast_ofNat, Nat.reduceSub, pow_one]; ring)
  have hc : HasDerivAt (fun x : ℝ => (l * (l + 1) : ℝ) / (2 * x ^ 2))
      (-(l * (l + 1) : ℝ) / r ^ 3) r :=
    ((hasDerivAt_const r (l * (l + 1) : ℝ)).fun_div hp (by positivity)).congr_deriv (by
      rw [div_eq_div_iff (by positivity) (by positivity)]; ring)
  exact (hV.fun_add hc).congr_deriv (by ring)

/-- Along a radial state, `u'² - 2(W - E)u²` changes at the rate `-2W'u²` for `r > 0`. -/
theorem hasDerivAt_radialEnergy {V dV u du : ℝ → ℝ} {l : ℕ} {E d r : ℝ}
    (S : RadialState V dV l E u du d) (hr : 0 < r) :
    HasDerivAt (radialEnergy V l E u du)
      (-2 * ((dV r - (l * (l + 1) : ℝ) / r ^ 3) * u r ^ 2)) r := by
  have hW := hasDerivAt_effectivePotential l hr (S.potential r hr)
  -- the terms in u u' cancel by the radial equation
  exact (((S.equation r hr).fun_pow 2).fun_sub
    (((hW.sub_const E).fun_mul ((S.amplitude r hr).fun_pow 2)).const_mul 2)).congr_deriv (by
      simp only [Nat.cast_ofNat, Nat.reduceSub, pow_one]; ring)

/-- The squared slope of a radial state at the nucleus is twice the integral of
`(V' - l(l+1)/r³)u²`. -/
theorem slope_sq_eq_force {V dV u du : ℝ → ℝ} {l : ℕ} {E d : ℝ}
    (S : RadialState V dV l E u du d) :
    d ^ 2 = 2 * ∫ r in Ioi (0 : ℝ), (dV r - (l * (l + 1) : ℝ) / r ^ 3) * u r ^ 2 := by
  have h0 : Tendsto (radialEnergy V l E u du) (𝓝[>] 0) (𝓝 (d ^ 2 - 2 * 0)) :=
    (S.slope_zero.pow 2).sub (S.energy_zero.const_mul 2)
  have h1 : Tendsto (radialEnergy V l E u du) atTop (𝓝 (0 ^ 2 - 2 * 0)) :=
    (S.slope_top.pow 2).sub (S.energy_top.const_mul 2)
  rw [show d ^ 2 - 2 * 0 = d ^ 2 by ring] at h0
  rw [show (0 : ℝ) ^ 2 - 2 * 0 = 0 by norm_num] at h1
  -- give the function its limiting value at the nucleus, then integrate its derivative
  have hcont : ContinuousWithinAt
      (Function.update (radialEnergy V l E u du) 0 (d ^ 2)) (Ici 0) 0 := by
    rw [continuousWithinAt_update_same, Ici_diff_left]
    exact h0
  have hder : ∀ r ∈ Ioi (0 : ℝ), HasDerivAt
      (Function.update (radialEnergy V l E u du) 0 (d ^ 2))
      (-2 * ((dV r - (l * (l + 1) : ℝ) / r ^ 3) * u r ^ 2)) r := fun r hr =>
    (hasDerivAt_radialEnergy S hr).congr_of_eventuallyEq (by
      filter_upwards [Ioi_mem_nhds hr] with x hx
      exact Function.update_of_ne (mem_Ioi.mp hx).ne' _ _)
  have htop : Tendsto (Function.update (radialEnergy V l E u du) 0 (d ^ 2)) atTop (𝓝 0) :=
    h1.congr' (by
      filter_upwards [eventually_gt_atTop (0 : ℝ)] with x hx
      exact (Function.update_of_ne hx.ne' _ _).symm)
  have h := integral_Ioi_of_hasDerivAt_of_tendsto hcont hder
    (Integrable.const_mul S.integrable (-2)) htop
  rw [integral_const_mul, Function.update_self] at h
  linarith

end

end SlopeSqEqForce
```

Lean reports:

```
Main.lean:68:40: error(lean.unknownIdentifier): Unknown identifier `Ici_diff_left`
```

Diagnosis. The message says that Lean finds no declaration called `Ici_diff_left`, either under that bare name or in the opened namespaces. The name was meant to rewrite the set `Ici 0 \ {0}` as `Ioi 0`. That set appears because `continuousWithinAt_update_same` turns continuity of the updated function at 0 into a limit of the original function within `Ici 0` with the point 0 removed. The hypothesis `h0` gives the limit within `Ioi 0`.

The repair keeps the first rewrite, drops the unknown name, and carries `h0` over with `mono_left`. For this it is enough that `Ici 0 \ {0}` is contained in `Ioi 0`, which `nhdsWithin_mono` turns into the needed comparison of filters. The containment is proved directly: a point x of the set has 0 ≤ x (`hx.1`) and x ≠ 0 (`hx.2`), so `lt_of_le_of_ne` gives 0 < x. The `e.symm` is there because `lt_of_le_of_ne` asks for 0 ≠ x, while `hx.2` excludes x = 0.

This version goes through:

```diff
@@ -66,6 +66,7 @@
   have hcont : ContinuousWithinAt
       (Function.update (radialEnergy V l E u du) 0 (d ^ 2)) (Ici 0) 0 := by
-    rw [continuousWithinAt_update_same, Ici_diff_left]
-    exact h0
+    rw [continuousWithinAt_update_same]
+    exact h0.mono_left (nhdsWithin_mono _ fun x hx =>
+      lt_of_le_of_ne hx.1 fun e => hx.2 e.symm)
   have hder : ∀ r ∈ Ioi (0 : ℝ), HasDerivAt
       (Function.update (radialEnergy V l E u du) 0 (d ^ 2))
```
